# To first order, a polarisable chain enhances the potential of a point charge from the second site on

Suppose one accounts for the atoms of a polarisable chain by dividing the Coulomb potential of a positive charge by a dielectric constant greater than one. In the first-order point-dipole model below, the correction then has the wrong sign at every site except the two next to the charge. From the second site on, the induced dipoles raise the potential instead of lowering it.

## Which dipoles help and which oppose

Put a unit positive charge at 0 and a test point at an integer N ≥ 1. Atoms sit at all other integers. Lengths are in lattice spacings and units are Gaussian. On the line, the signed field at displacement x ≠ 0 is

E(x) = x/|x|³.

The polarisability α measures how strongly an atom responds to a field; α > 0 means that its dipole points along the field. To first order, each atom feels only the field of the charge, so the atom at y acquires the dipole α E(y). A dipole p directed along the axis produces on it the potential p E(r) at displacement r, so this atom contributes

α E(y) E(N − y)

at the test point. There are three groups of atoms:

- For 0 < y < N both fields are positive, and the contribution is +α/(y²(N − y)²).
- To the left of the charge, at −y with y ≥ 1, it is −α/(y²(N + y)²).
- To the right of the test point, at N + y with y ≥ 1, it is again −α/(y²(N + y)²).

Write B for the sum of 1/(y²(N − y)²) over 0 < y < N, and O for the sum of 1/(y²(N + y)²) over y ≥ 1. The induced potential is

V = α(B − 2O).

## The claim and its Lean form

The inequality `two_mul_outer_lt_between` says that 2O < B for every natural number N ≥ 2. Its physical form, `inducedPotential_pos`, says that V > 0 for every α > 0 and N ≥ 2.

In the file, `coulombField` is E, and `dipoleTerm α N y` is the contribution of the site y, set to zero at y = 0 and y = N because no atom sits there. `inducedPotential` sums it over all integers. `betweenSum` is B, and `outerSum` is O with y = n + 1 and n counted from zero. The theorem `hasSum_induced` proves that the lattice sum converges to α(B − 2O), so the infinite sum in the definition has its ordinary meaning.

The first-order response is built into `dipoleTerm`, not derived from a self-consistent calculation. The theorem accepts any positive α, but its physical reading needs α small enough for the dipoles' action on each other to be neglected. The atoms are points on a single infinite chain, the test point lies on the axis, and the vacant site moves with it.

Within this linear, static model, the result bears on the electron–hole interaction in an isolated chain: a single dielectric constant greater than one misrepresents the sign of the polarisation correction at N ≥ 2.

## Partial fractions give the exact difference

Let H be the sum of 1/y and S the sum of 1/y², both over 1 ≤ y ≤ N, and let T be the sum of 1/y² over y > N. For the atoms in between, square

1/(y(N − y)) = (1/N)(1/y + 1/(N − y))

and split the cross term in the same way:

1/(y²(N − y)²) = (1/N²)[1/y² + 1/(N − y)² + (2/N)(1/y + 1/(N − y))].

The reflection y → N − y makes the two halves equal. The sums stop at N − 1, so the terms at y = N are subtracted:

B = (2/N²)[S − 1/N² + (2/N)(H − 1/N)] = (2/N²)[S + 2H/N − 3/N²].

For the outer atoms,

1/(y²(N + y)²) = (1/N²)[1/y² + 1/(N + y)² − (2/N)(1/y − 1/(N + y))].

Over y ≥ 1, the first term sums to S + T and the second to T. The differences 1/y − 1/(N + y) telescope to H. Hence

O = (1/N²)[S + 2T − 2H/N].

In B − 2O the sum S cancels:

B − 2O = (8H/N − 6/N² − 4T)/N².

This holds for every N ≥ 1. To find the sign, compare the tail with a telescoping series:

T ≤ Σ_{y>N} 1/(y(y − 1)) = Σ_{y>N} (1/(y − 1) − 1/y) = 1/N.

For N ≥ 2 we also have H ≥ 1 + 1/2 = 3/2 and 6/N² ≤ 3/N. Therefore

8H/N − 6/N² − 4T ≥ 12/N − 3/N − 4/N = 5/N > 0.

## The nearest site reverses the sign

The condition N ≥ 2 is needed. At N = 1 no atom lies between the charge and the test point, so B = 0, while O > 0. Hence V = −2αO < 0, which is `inducedPotential_one_neg`. The condition α > 0 is needed too: at α = 0 there are no dipoles and V = 0.

## The complete file

```lean
import Mathlib

open Finset Filter Topology

namespace PolarisableChain

noncomputable section

/-- Signed Coulomb field of a unit charge on a line at displacement `x ≠ 0`. -/
def coulombField (x : ℝ) : ℝ := x / |x| ^ 3

/-- Potential at the site `N` due to the dipole which a unit charge at `0` induces on the atom
at `y`, to first order in the polarisability `α`; the sites `0` and `N` carry no atom. -/
def dipoleTerm (α : ℝ) (N : ℕ) (y : ℤ) : ℝ :=
  if y = 0 ∨ y = N then 0 else α * coulombField y * coulombField ((N : ℝ) - y)

/-- Total potential at the site `N` of all dipoles induced along the infinite chain. -/
def inducedPotential (α : ℝ) (N : ℕ) : ℝ := ∑' y : ℤ, dipoleTerm α N y

/-- Sum of `1 / (y² (N - y)²)` over the atoms `0 < y < N` between charge and test point. -/
def betweenSum (N : ℕ) : ℝ := ∑ y ∈ Ico 1 N, 1 / ((y : ℝ) ^ 2 * ((N : ℝ) - y) ^ 2)

/-- Sum of `1 / (y² (N + y)²)` over `y ≥ 1`, written with `y = n + 1`. -/
def outerSum (N : ℕ) : ℝ := ∑' n : ℕ, 1 / (((n : ℝ) + 1) ^ 2 * ((N : ℝ) + (n + 1)) ^ 2)

/-- The harmonic sum `1 + 1/2 + ... + 1/N`. -/
def harmonicSum (N : ℕ) : ℝ := ∑ i ∈ range N, 1 / ((i : ℝ) + 1)

/-- The sum of `1 / y²` over all integers `y > N`. -/
def tailSum (N : ℕ) : ℝ := ∑' n : ℕ, 1 / ((n : ℝ) + N + 1) ^ 2

/-- The field is the inverse square of the distance and points away from the charge. -/
theorem coulombField_eq {x : ℝ} (hx : 0 < x) :
    coulombField x = 1 / x ^ 2 ∧ coulombField (-x) = -(1 / x ^ 2) := by
  unfold coulombField
  rw [abs_neg, abs_of_pos hx]
  constructor <;> field_simp

/-- A sum over the sites `1, ..., m` can be counted from zero. -/
theorem sum_Ico_one (g : ℕ → ℝ) (m : ℕ) :
    ∑ y ∈ Ico 1 (m + 1), g y = ∑ i ∈ range m, g (i + 1) := by
  induction m with
  | zero => simp
  | succ m ih => rw [Finset.sum_Ico_succ_top (by omega), ih, Finset.sum_range_succ]

/-- The differences of successive inverse distances beyond site `a` add up to `1 / (a + 1)`. -/
theorem hasSum_telescope (a : ℕ) :
    HasSum (fun n : ℕ => 1 / ((n : ℝ) + a + 1) - 1 / ((n : ℝ) + a + 2)) (1 / ((a : ℝ) + 1)) := by
  have hnn : ∀ n : ℕ, 0 ≤ 1 / ((n : ℝ) + a + 1) - 1 / ((n : ℝ) + a + 2) := fun n =>
    sub_nonneg.2 (one_div_le_one_div_of_le (by positivity) (by linarith))
  rw [hasSum_iff_tendsto_nat_of_nonneg hnn]
  have hs : ∀ M : ℕ, ∑ n ∈ range M, (1 / ((n : ℝ) + a + 1) - 1 / ((n : ℝ) + a + 2))
      = 1 / ((a : ℝ) + 1) - 1 / ((M : ℝ) + a + 1) := by
    intro M
    induction M with
    | zero => simp
    | succ M ih => rw [Finset.sum_range_succ, ih]; push_cast; ring
  have ht : Tendsto (fun M : ℕ => 1 / ((M : ℝ) + a + 1)) atTop (𝓝 0) := by
    have h := (tendsto_add_atTop_iff_nat a).2 (tendsto_one_div_add_atTop_nhds_zero_nat (𝕜 := ℝ))
    simpa only [Nat.cast_add] using h
  simp only [hs]
  have h := ht.const_sub (1 / ((a : ℝ) + 1))
  rw [sub_zero] at h
  exact h

/-- The inverse-square sum beyond site `N` converges. -/
theorem hasSum_tail (N : ℕ) :
    HasSum (fun n : ℕ => 1 / ((n : ℝ) + N + 1) ^ 2) (tailSum N) := by
  have h := (summable_nat_add_iff (N + 1)).2
    (Real.summable_one_div_nat_pow.2 (by norm_num : 1 < 2))
  simp only [Nat.cast_add, Nat.cast_one, ← add_assoc] at h
  exact h.hasSum

/-- The outer lattice sum converges, with its value in terms of harmonic and inverse-square
sums. -/
theorem hasSum_outer (N : ℕ) (hN : 1 ≤ N) :
    HasSum (fun n : ℕ => 1 / (((n : ℝ) + 1) ^ 2 * ((N : ℝ) + (n + 1)) ^ 2))
      (1 / (N : ℝ) ^ 2 * (∑ i ∈ range N, 1 / ((i : ℝ) + 1) ^ 2 + 2 * tailSum N
        - 2 / N * harmonicSum N)) := by
  have hfull : HasSum (fun n : ℕ => 1 / ((n : ℝ) + 1) ^ 2)
      (tailSum N + ∑ i ∈ range N, 1 / ((i : ℝ) + 1) ^ 2) := by
    refine (hasSum_nat_add_iff (f := fun n : ℕ => 1 / ((n : ℝ) + 1) ^ 2) N).1 ?_
    simpa only [Nat.cast_add] using hasSum_tail N
  have hharm : ∀ M : ℕ, HasSum (fun n : ℕ => 1 / ((n : ℝ) + 1) - 1 / ((n : ℝ) + M + 1))
      (harmonicSum M) := by
    intro M
    induction M with
    | zero =>
      convert (hasSum_zero : HasSum (fun _ : ℕ => (0 : ℝ)) 0) using 1
      · funext n; simp
      · simp [harmonicSum]
    | succ M ih =>
      convert ih.add (hasSum_telescope M) using 1
      · funext n; push_cast; ring
      · simp [harmonicSum, Finset.sum_range_succ]
  have hN0 : (N : ℝ) ≠ 0 := by positivity
  -- partial fractions, term by term
  have hf : ∀ n : ℕ, 1 / (((n : ℝ) + 1) ^ 2 * ((N : ℝ) + (n + 1)) ^ 2)
      = 1 / (N : ℝ) ^ 2 * (1 / ((n : ℝ) + 1) ^ 2 + 1 / ((n : ℝ) + N + 1) ^ 2
        - 2 / (N : ℝ) * (1 / ((n : ℝ) + 1) - 1 / ((n : ℝ) + N + 1))) := by
    intro n
    have e : (N : ℝ) + (n + 1) = n + N + 1 := by ring
    have h1 : (n : ℝ) + 1 ≠ 0 := by positivity
    have h2 : (n : ℝ) + N + 1 ≠ 0 := by positivity
    rw [e]
    field_simp
    ring
  have hv : 1 / (N : ℝ) ^ 2 * (∑ i ∈ range N, 1 / ((i : ℝ) + 1) ^ 2 + 2 * tailSum N
        - 2 / N * harmonicSum N)
      = 1 / (N : ℝ) ^ 2 * (tailSum N + ∑ i ∈ range N, 1 / ((i : ℝ) + 1) ^ 2 + tailSum N
        - 2 / N * harmonicSum N) := by ring
  rw [hv]
  simp only [hf]
  exact ((hfull.add (hasSum_tail N)).sub ((hharm N).mul_left (2 / (N : ℝ)))).mul_left
    (1 / (N : ℝ) ^ 2)

/-- Exact excess of the sum between the two points over twice the outer sum. -/
theorem between_sub_outer (N : ℕ) (hN : 1 ≤ N) :
    betweenSum N - 2 * outerSum N
      = (8 * harmonicSum N / N - 6 / (N : ℝ) ^ 2 - 4 * tailSum N) / (N : ℝ) ^ 2 := by
  have ho : outerSum N = _ := (hasSum_outer N hN).tsum_eq
  have hN0 : (N : ℝ) ≠ 0 := by positivity
  obtain ⟨g, hg⟩ : ∃ g : ℕ → ℝ, ∀ y, g y = 1 / (y : ℝ) ^ 2 + 2 / N * (1 / (y : ℝ)) :=
    ⟨_, fun _ => rfl⟩
  -- mirror symmetry about the midpoint
  have hrefl : ∑ y ∈ Ico 1 N, g (N - y) = ∑ y ∈ Ico 1 N, g y :=
    Finset.sum_nbij' (fun y => N - y) (fun y => N - y)
      (fun y hy => by simp only [Finset.mem_Ico] at hy ⊢; omega)
      (fun y hy => by simp only [Finset.mem_Ico] at hy ⊢; omega)
      (fun y hy => by rw [Finset.mem_Ico] at hy; show N - (N - y) = y; omega)
      (fun y hy => by rw [Finset.mem_Ico] at hy; show N - (N - y) = y; omega)
      (fun _ _ => rfl)
  have h1 : ∀ y ∈ Ico 1 N, 1 / ((y : ℝ) ^ 2 * ((N : ℝ) - y) ^ 2)
      = 1 / (N : ℝ) ^ 2 * (g y + g (N - y)) := by
    intro y hy
    rw [Finset.mem_Ico] at hy
    have hy0 : (y : ℝ) ≠ 0 := Nat.cast_ne_zero.2 (by omega)
    have hz0 : (N : ℝ) - y ≠ 0 := sub_ne_zero.2 (Nat.cast_lt.2 hy.2).ne'
    rw [hg, hg, Nat.cast_sub hy.2.le]
    field_simp
    ring
  have hb : betweenSum N = 1 / (N : ℝ) ^ 2 * (2 * ∑ y ∈ Ico 1 N, g y) := by
    unfold betweenSum
    rw [Finset.sum_congr rfl h1, ← Finset.mul_sum, Finset.sum_add_distrib, hrefl]
    ring
  have h2 := sum_Ico_one g N
  rw [Finset.sum_Ico_succ_top hN] at h2
  have h3 : ∑ i ∈ range N, g (i + 1)
      = ∑ i ∈ range N, 1 / ((i : ℝ) + 1) ^ 2 + 2 / N * harmonicSum N := by
    unfold harmonicSum
    rw [Finset.mul_sum, ← Finset.sum_add_distrib]
    refine Finset.sum_congr rfl fun i _ => ?_
    rw [hg, Nat.cast_add, Nat.cast_one]
  have h4 : ∑ y ∈ Ico 1 N, g y = ∑ i ∈ range N, 1 / ((i : ℝ) + 1) ^ 2
      + 2 / N * harmonicSum N - (1 / (N : ℝ) ^ 2 + 2 / N * (1 / (N : ℝ))) := by
    linear_combination h2 + h3 - hg N
  rw [ho, hb, h4]
  ring

/-- For `N ≥ 2` the sum over the atoms between the two points exceeds twice the outer sum. -/
theorem two_mul_outer_lt_between (N : ℕ) (hN : 2 ≤ N) : 2 * outerSum N < betweenSum N := by
  have ht : tailSum N ≤ 1 / (N : ℝ) := by
    obtain ⟨m, rfl⟩ : ∃ m, N = m + 1 := ⟨N - 1, by omega⟩
    rw [Nat.cast_add, Nat.cast_one]
    refine hasSum_le (fun n => ?_) (hasSum_tail (m + 1)) (hasSum_telescope m)
    push_cast
    have hn : (0 : ℝ) ≤ n := Nat.cast_nonneg n
    have hm : (0 : ℝ) ≤ m := Nat.cast_nonneg m
    have e : 1 / ((n : ℝ) + m + 1) - 1 / ((n : ℝ) + m + 2)
        = 1 / (((n : ℝ) + m + 1) * ((n : ℝ) + m + 2)) := by
      rw [div_sub_div _ _ (by positivity) (by positivity)]
      congr 1
      ring
    rw [e]
    exact one_div_le_one_div_of_le (by positivity) (by nlinarith)
  have hh : ∑ i ∈ range 2, 1 / ((i : ℝ) + 1) ≤ harmonicSum N :=
    Finset.sum_le_sum_of_subset_of_nonneg (Finset.range_mono hN) (fun i _ _ => by positivity)
  norm_num [Finset.sum_range_succ] at hh
  have hNpos : (0 : ℝ) < N := Nat.cast_pos.2 (by omega)
  have hu0 : 0 < 1 / (N : ℝ) := by positivity
  have hu : 1 / (N : ℝ) ≤ 1 / 2 :=
    one_div_le_one_div_of_le (by norm_num) (by exact_mod_cast hN)
  have e1 : 8 * harmonicSum N / N = 8 * (harmonicSum N * (1 / (N : ℝ))) := by ring
  have e2 : 6 / (N : ℝ) ^ 2 = 6 * (1 / (N : ℝ) * (1 / (N : ℝ))) := by ring
  have hpos : 0 < 8 * harmonicSum N / N - 6 / (N : ℝ) ^ 2 - 4 * tailSum N := by
    rw [e1, e2]
    linarith [mul_le_mul_of_nonneg_right hh hu0.le, mul_le_mul_of_nonneg_right hu hu0.le]
  have h := div_pos hpos (pow_pos hNpos 2)
  rw [← between_sub_outer N (by omega)] at h
  linarith

/-- For `N ≥ 1` the dipole potentials have the convergent sum `α * (betweenSum N - 2 * outerSum N)`.
-/
theorem hasSum_induced (α : ℝ) (N : ℕ) (hN : 1 ≤ N) :
    HasSum (dipoleTerm α N) (α * (betweenSum N - 2 * outerSum N)) := by
  have ho : HasSum (fun n : ℕ => -α * (1 / (((n : ℝ) + 1) ^ 2 * ((N : ℝ) + (n + 1)) ^ 2)))
      (-α * outerSum N) := (hasSum_outer N hN).summable.hasSum.mul_left (-α)
  -- atoms to the left of the charge
  have hleft : ∀ n : ℕ, dipoleTerm α N (-((n : ℤ) + 1))
      = -α * (1 / (((n : ℝ) + 1) ^ 2 * ((N : ℝ) + (n + 1)) ^ 2)) := by
    intro n
    have h0 : ¬(-((n : ℤ) + 1) = 0 ∨ -((n : ℤ) + 1) = N) := by omega
    have e1 : ((-((n : ℤ) + 1) : ℤ) : ℝ) = -((n : ℝ) + 1) := by simp
    have e2 : (N : ℝ) - -((n : ℝ) + 1) = N + (n + 1) := by ring
    rw [dipoleTerm, if_neg h0, e1, e2, (coulombField_eq (x := (n : ℝ) + 1) (by positivity)).2,
      (coulombField_eq (x := (N : ℝ) + (n + 1)) (by positivity)).1]
    simp only [one_div, mul_inv]
    ring
  -- atoms to the right of the test point
  have hright : ∀ n : ℕ, dipoleTerm α N ((n + (N + 1) : ℕ) : ℤ)
      = -α * (1 / (((n : ℝ) + 1) ^ 2 * ((N : ℝ) + (n + 1)) ^ 2)) := by
    intro n
    have h0 : ¬(((n + (N + 1) : ℕ) : ℤ) = 0 ∨ ((n + (N + 1) : ℕ) : ℤ) = N) := by omega
    have e1 : (((n + (N + 1) : ℕ) : ℤ) : ℝ) = (N : ℝ) + (n + 1) := by push_cast; ring
    have e2 : (N : ℝ) - ((N : ℝ) + (n + 1)) = -((n : ℝ) + 1) := by ring
    rw [dipoleTerm, if_neg h0, e1, e2, (coulombField_eq (x := (n : ℝ) + 1) (by positivity)).2,
      (coulombField_eq (x := (N : ℝ) + (n + 1)) (by positivity)).1]
    simp only [one_div, mul_inv]
    ring
  -- atoms between the two points
  have hin : ∀ i ∈ Ico 1 N, dipoleTerm α N (i : ℤ)
      = α * (1 / ((i : ℝ) ^ 2 * ((N : ℝ) - i) ^ 2)) := by
    intro i hi
    rw [Finset.mem_Ico] at hi
    have h0 : ¬((i : ℤ) = 0 ∨ (i : ℤ) = N) := by omega
    have hi0 : (0 : ℝ) < i := Nat.cast_pos.2 (by omega)
    have hz0 : (0 : ℝ) < (N : ℝ) - i := sub_pos.2 (Nat.cast_lt.2 hi.2)
    rw [dipoleTerm, if_neg h0, Int.cast_natCast, (coulombField_eq hi0).1,
      (coulombField_eq hz0).1]
    simp only [one_div, mul_inv]
    ring
  have h00 : dipoleTerm α N ((0 : ℕ) : ℤ) = 0 := by simp [dipoleTerm]
  have hNN : dipoleTerm α N (N : ℤ) = 0 := by simp [dipoleTerm]
  have hfin : ∑ i ∈ range (N + 1), dipoleTerm α N (i : ℤ) = α * betweenSum N := by
    rw [Finset.sum_range_succ, Finset.range_eq_Ico,
      Finset.sum_eq_sum_Ico_succ_bot (by omega : 0 < N), zero_add, h00, hNN,
      Finset.sum_congr rfl hin, ← Finset.mul_sum]
    unfold betweenSum
    ring
  have hnat : HasSum (fun n : ℕ => dipoleTerm α N (n : ℤ))
      (-α * outerSum N + α * betweenSum N) := by
    rw [← hfin]
    refine (hasSum_nat_add_iff (f := fun n : ℕ => dipoleTerm α N (n : ℤ)) (N + 1)).1 ?_
    simpa only [hright] using ho
  have hneg : HasSum (fun n : ℕ => dipoleTerm α N (-((n : ℤ) + 1))) (-α * outerSum N) := by
    simpa only [hleft] using ho
  convert HasSum.of_nat_of_neg_add_one hnat hneg using 1
  ring

/-- For every `α > 0` and every site `N ≥ 2`, the first-order potential of the induced dipoles is
positive. -/
theorem inducedPotential_pos {α : ℝ} (hα : 0 < α) (N : ℕ) (hN : 2 ≤ N) :
    0 < inducedPotential α N := by
  rw [inducedPotential, (hasSum_induced α N (by omega)).tsum_eq]
  exact mul_pos hα (sub_pos.2 (two_mul_outer_lt_between N hN))

/-- For every `α > 0`, the first-order potential of the induced dipoles is negative at site `1`. -/
theorem inducedPotential_one_neg {α : ℝ} (hα : 0 < α) : inducedPotential α 1 < 0 := by
  have hp : ∀ n : ℕ, 0 < 1 / (((n : ℝ) + 1) ^ 2 * (((1 : ℕ) : ℝ) + (n + 1)) ^ 2) :=
    fun n => by positivity
  have ho : 0 < outerSum 1 :=
    (hasSum_outer 1 le_rfl).summable.tsum_pos (fun n => (hp n).le) 0 (hp 0)
  have hb : betweenSum 1 = 0 := by simp [betweenSum]
  rw [inducedPotential, (hasSum_induced α 1 le_rfl).tsum_eq, hb]
  exact mul_neg_of_pos_of_neg hα (by linarith)

end

end PolarisableChain
```

```lean
#print axioms PolarisableChain.inducedPotential_pos
-- 'PolarisableChain.inducedPotential_pos' depends on axioms: [propext, Classical.choice, Quot.sound]
#print axioms PolarisableChain.inducedPotential_one_neg
-- 'PolarisableChain.inducedPotential_one_neg' depends on axioms: [propext, Classical.choice, Quot.sound]
```

## How the proof follows the calculation

`coulombField_eq` supplies the inverse-square values and signs of the field. `hasSum_telescope` evaluates the series of differences beyond a site by computing its partial sums and letting the remainder tend to zero. `hasSum_tail` gives the convergence of T, called `tailSum`.

In `hasSum_outer`, the step `hharm` obtains H, called `harmonicSum`, by induction on the shift: each further unit of shift adds one telescoping series. The partial fractions are checked term by term with `field_simp` and `ring`, and the convergent series are then combined.

`between_sub_outer` treats the finite sum. Its auxiliary function g(y) = 1/y² + (2/N)(1/y) collects one half of the partial fractions, and `Finset.sum_nbij'` carries out the reflection y → N − y. The helper `sum_Ico_one` matches sums starting at one with sums counted from zero, and `linear_combination` removes the term at y = N.

`two_mul_outer_lt_between` bounds T by comparing it termwise with the telescoping series, and H by keeping its first two terms. `linarith` then combines these bounds as in the estimate above.

`hasSum_induced` returns to the lattice. The steps `hleft`, `hright` and `hin` evaluate the three groups of atoms, and `HasSum.of_nat_of_neg_add_one` joins the nonnegative and negative sites into one sum over the integers. Multiplying the inequality 2O < B by α > 0 then gives `inducedPotential_pos`. For `inducedPotential_one_neg`, the code first checks that B = 0 and O > 0 at N = 1.
